# The bulk modulus at all densities fixes the energy per electron up to A + Br³

Let r > 0 be the Wigner–Seitz radius, so that each electron occupies the volume V = 4πr³/3, and let e(r) be the energy per electron at zero temperature, twice differentiable in r, with primes for derivatives in r. The pressure is P = −de/dV and the bulk modulus is K = −V dP/dV, the inverse of the compressibility where K ≠ 0.

```lean
import Mathlib

open Filter Topology

namespace JelliumEnergyFromCompressibility

noncomputable section

/-- The energy per electron `e` is twice differentiable at every positive radius. -/
def TwiceDiff (e : ℝ → ℝ) : Prop :=
  ∀ r, 0 < r → DifferentiableAt ℝ e r ∧ DifferentiableAt ℝ (deriv e) r

/-- Pressure `-dE/dV` at Wigner–Seitz radius `r`, with volume `4πr³/3` per electron. -/
def pressure (e : ℝ → ℝ) (r : ℝ) : ℝ := -deriv e r / (4 * Real.pi * r ^ 2)

/-- Bulk modulus `-V dP/dV`, written as a derivative with respect to the radius. -/
def bulkModulus (e : ℝ → ℝ) (r : ℝ) : ℝ := -(r / 3) * deriv (pressure e) r

/-- Energy per electron with a kinetic term `a/r²` and an exchange term `-b/r`. -/
def kineticExchange (a b r : ℝ) : ℝ := a / r ^ 2 - b / r

private lemma hasDerivAt_sq (r : ℝ) : HasDerivAt (fun x : ℝ => x ^ 2) (2 * r) r := by
  simpa using hasDerivAt_pow 2 r

private lemma hasDerivAt_cube (r : ℝ) : HasDerivAt (fun x : ℝ => x ^ 3) (3 * r ^ 2) r := by
  simpa using hasDerivAt_pow 3 r

private lemma eq_at_one {f : ℝ → ℝ} (h : ∀ r, 0 < r → HasDerivAt f 0 r)
    (r : ℝ) (hr : 0 < r) : f r = f 1 :=
  isOpen_Ioi.is_const_of_deriv_eq_zero (s := Set.Ioi (0 : ℝ)) isPreconnected_Ioi
    (fun x hx => (h x hx).differentiableAt.differentiableWithinAt)
    (fun x hx => (h x hx).deriv) hr (Set.mem_Ioi.mpr one_pos)

/-- The bulk modulus in terms of the first two radial derivatives of the energy per electron. -/
theorem bulkModulus_eq {e : ℝ → ℝ} (he : TwiceDiff e) {r : ℝ} (hr : 0 < r) :
    bulkModulus e r =
      (r ^ 2 * deriv (deriv e) r - 2 * r * deriv e r) / (12 * Real.pi * r ^ 3) := by
  have hpi := Real.pi_pos
  have hne : 4 * Real.pi * r ^ 2 ≠ 0 := by positivity
  -- quotient rule for the pressure
  have h := ((he r hr).2.hasDerivAt.fun_neg.fun_div
    ((hasDerivAt_sq r).const_mul (4 * Real.pi)) hne)
  have hd : deriv (pressure e) r = _ := h.deriv
  unfold bulkModulus
  rw [hd]
  field_simp
  ring

/-- The combination `r² e'' - 2 r e'` vanishes at all positive radii exactly when the energy
is a constant plus a multiple of `r³`. -/
theorem radial_equation_iff {e : ℝ → ℝ} (he : TwiceDiff e) :
    (∀ r, 0 < r → r ^ 2 * deriv (deriv e) r - 2 * r * deriv e r = 0) ↔
      ∃ A B : ℝ, ∀ r, 0 < r → e r = A + B * r ^ 3 := by
  constructor
  · intro h
    -- the quotient e'/r² is constant
    have g : ∀ r, 0 < r → HasDerivAt (fun x => deriv e x / x ^ 2) 0 r := by
      intro r hr
      refine ((he r hr).2.hasDerivAt.fun_div (hasDerivAt_sq r)
        (pow_ne_zero 2 hr.ne')).congr_deriv ?_
      rw [show deriv (deriv e) r * r ^ 2 - deriv e r * (2 * r) = 0 by
        linear_combination h r hr, zero_div]
    have c : ∀ r, 0 < r → deriv e r = deriv e 1 * r ^ 2 := by
      intro r hr
      have k : deriv e r / r ^ 2 = deriv e 1 / 1 ^ 2 := eq_at_one g r hr
      rw [div_eq_iff (pow_ne_zero 2 hr.ne')] at k
      linear_combination k
    -- removing the cubic term leaves a constant
    have g2 : ∀ r, 0 < r → HasDerivAt (fun x => e x - deriv e 1 / 3 * x ^ 3) 0 r := by
      intro r hr
      refine ((he r hr).1.hasDerivAt.fun_sub
        ((hasDerivAt_cube r).const_mul (deriv e 1 / 3))).congr_deriv ?_
      linear_combination c r hr
    refine ⟨e 1 - deriv e 1 / 3, deriv e 1 / 3, fun r hr => ?_⟩
    have k : e r - deriv e 1 / 3 * r ^ 3 = e 1 - deriv e 1 / 3 * 1 ^ 3 := eq_at_one g2 r hr
    linear_combination k
  · rintro ⟨A, B, h⟩ r hr
    have d1 : ∀ x, 0 < x → deriv e x = B * (3 * x ^ 2) := by
      intro x hx
      have hE : e =ᶠ[𝓝 x] fun y => A + B * y ^ 3 := by
        filter_upwards [Ioi_mem_nhds hx] with y hy using h y hy
      rw [hE.deriv_eq]
      exact (((hasDerivAt_cube x).const_mul B).const_add A).deriv
    have d2 : deriv (deriv e) r = B * (3 * (2 * r)) := by
      have hE : deriv e =ᶠ[𝓝 r] fun y => B * (3 * y ^ 2) := by
        filter_upwards [Ioi_mem_nhds hr] with y hy using d1 y hy
      rw [hE.deriv_eq]
      exact (((hasDerivAt_sq r).const_mul 3).const_mul B).deriv
    rw [d2, d1 r hr]
    ring

/-- Two energy curves have the same bulk modulus at all positive radii exactly when they differ
by a constant plus a multiple of `r³`. -/
theorem bulkModulus_eq_iff {e₁ e₂ : ℝ → ℝ} (h₁ : TwiceDiff e₁) (h₂ : TwiceDiff e₂) :
    (∀ r, 0 < r → bulkModulus e₁ r = bulkModulus e₂ r) ↔
      ∃ A B : ℝ, ∀ r, 0 < r → e₁ r - e₂ r = A + B * r ^ 3 := by
  have d1 : ∀ r, 0 < r →
      HasDerivAt (fun x => e₁ x - e₂ x) (deriv e₁ r - deriv e₂ r) r := fun r hr =>
    (h₁ r hr).1.hasDerivAt.fun_sub (h₂ r hr).1.hasDerivAt
  have d2 : ∀ r, 0 < r → HasDerivAt (deriv (fun x => e₁ x - e₂ x))
      (deriv (deriv e₁) r - deriv (deriv e₂) r) r := by
    intro r hr
    refine ((h₁ r hr).2.hasDerivAt.fun_sub (h₂ r hr).2.hasDerivAt).congr_of_eventuallyEq ?_
    filter_upwards [Ioi_mem_nhds hr] with x hx using (d1 x hx).deriv
  -- the difference of the energies obeys the homogeneous equation
  rw [← radial_equation_iff (e := fun x => e₁ x - e₂ x)
    (fun r hr => ⟨(d1 r hr).differentiableAt, (d2 r hr).differentiableAt⟩)]
  refine forall_congr' fun r => forall_congr' fun hr => ?_
  have hne : 12 * Real.pi * r ^ 3 ≠ 0 := by
    have := Real.pi_pos
    positivity
  rw [bulkModulus_eq h₁ hr, bulkModulus_eq h₂ hr, div_left_inj' hne,
    (d2 r hr).deriv, (d1 r hr).deriv]
  constructor <;> intro h <;> linear_combination h

/-- Two energy curves with the same bulk modulus, whose difference vanishes in the dilute limit,
agree at every positive radius. -/
theorem energy_unique_of_dilute_limit {e₁ e₂ : ℝ → ℝ} (h₁ : TwiceDiff e₁) (h₂ : TwiceDiff e₂)
    (hK : ∀ r, 0 < r → bulkModulus e₁ r = bulkModulus e₂ r)
    (hlim : Tendsto (fun r => e₁ r - e₂ r) atTop (𝓝 0)) :
    ∀ r, 0 < r → e₁ r = e₂ r := by
  obtain ⟨A, B, hAB⟩ := (bulkModulus_eq_iff h₁ h₂).1 hK
  have h : Tendsto (fun r : ℝ => A + B * r ^ 3) atTop (𝓝 0) := by
    refine hlim.congr' ?_
    filter_upwards [eventually_gt_atTop (0 : ℝ)] with r hr using hAB r hr
  -- comparing the radii r and 2r isolates the constant term
  have hs : Tendsto (fun r : ℝ => 2 * r) atTop atTop :=
    tendsto_id.const_mul_atTop (by norm_num)
  have h3 : Tendsto (fun _ : ℝ => 7 * A) atTop (𝓝 (8 * 0 - 0)) :=
    ((h.const_mul 8).sub (h.comp hs)).congr
      (fun r => by simp only [Function.comp_apply]; ring)
  have hA : A = 0 := by
    have := tendsto_nhds_unique tendsto_const_nhds h3
    linarith
  have h4 : Tendsto (fun _ : ℝ => B) atTop (𝓝 (0 * 0 ^ 3)) := by
    refine (h.mul ((tendsto_inv_atTop_zero (𝕜 := ℝ)).pow 3)).congr' ?_
    filter_upwards [eventually_gt_atTop (0 : ℝ)] with r hr
    rw [hA, zero_add, mul_assoc, ← mul_pow, mul_inv_cancel₀ hr.ne', one_pow, mul_one]
  have hB : B = 0 := by
    have := tendsto_nhds_unique tendsto_const_nhds h4
    linarith
  intro r hr
  have := hAB r hr
  rw [hA, hB] at this
  linarith

/-- The energy `a/r² - b/r` is twice differentiable at positive radii, and its bulk modulus is
`(10a/r² - 4b/r)/(12πr³)`. -/
theorem kineticExchange_bulkModulus (a b : ℝ) :
    TwiceDiff (kineticExchange a b) ∧ ∀ r, 0 < r → bulkModulus (kineticExchange a b) r =
      (10 * a / r ^ 2 - 4 * b / r) / (12 * Real.pi * r ^ 3) := by
  have d1 : ∀ r, 0 < r →
      HasDerivAt (kineticExchange a b) (b / r ^ 2 - 2 * a / r ^ 3) r := by
    intro r hr
    refine (((hasDerivAt_const r a).fun_div (hasDerivAt_sq r) (pow_ne_zero 2 hr.ne')).fun_sub
      ((hasDerivAt_const r b).fun_div (hasDerivAt_id' r) hr.ne')).congr_deriv ?_
    field_simp
    ring
  have d2 : ∀ r, 0 < r →
      HasDerivAt (deriv (kineticExchange a b)) (6 * a / r ^ 4 - 2 * b / r ^ 3) r := by
    intro r hr
    have h : HasDerivAt (fun x : ℝ => b / x ^ 2 - 2 * a / x ^ 3)
        (6 * a / r ^ 4 - 2 * b / r ^ 3) r := by
      refine (((hasDerivAt_const r b).fun_div (hasDerivAt_sq r)
        (pow_ne_zero 2 hr.ne')).fun_sub ((hasDerivAt_const r (2 * a)).fun_div
        (hasDerivAt_cube r) (pow_ne_zero 3 hr.ne'))).congr_deriv ?_
      field_simp
      ring
    refine h.congr_of_eventuallyEq ?_
    filter_upwards [Ioi_mem_nhds hr] with x hx using (d1 x hx).deriv
  have hT : TwiceDiff (kineticExchange a b) := fun r hr =>
    ⟨(d1 r hr).differentiableAt, (d2 r hr).differentiableAt⟩
  refine ⟨hT, fun r hr => ?_⟩
  rw [bulkModulus_eq hT hr, (d2 r hr).deriv, (d1 r hr).deriv]
  congr 1
  field_simp
  ring

/-- An energy that vanishes in the dilute limit and has bulk modulus
`(10a/r² - 4b/r)/(12πr³)` equals `a/r² - b/r`. -/
theorem kineticExchange_reconstruction {e : ℝ → ℝ} (he : TwiceDiff e) (a b : ℝ)
    (hK : ∀ r, 0 < r → bulkModulus e r =
      (10 * a / r ^ 2 - 4 * b / r) / (12 * Real.pi * r ^ 3))
    (hlim : Tendsto e atTop (𝓝 0)) :
    ∀ r, 0 < r → e r = a / r ^ 2 - b / r := by
  obtain ⟨hT, hF⟩ := kineticExchange_bulkModulus a b
  have ha : Tendsto (fun r : ℝ => a / r ^ 2) atTop (𝓝 0) :=
    tendsto_const_nhds.div_atTop (tendsto_pow_atTop two_ne_zero)
  have hb : Tendsto (fun r : ℝ => b / r) atTop (𝓝 0) :=
    tendsto_const_nhds.div_atTop tendsto_id
  have hd : Tendsto (fun r => e r - kineticExchange a b r) atTop (𝓝 0) := by
    have h := hlim.sub (ha.sub hb)
    rw [sub_zero, sub_zero] at h
    exact h
  exact energy_unique_of_dilute_limit he hT
    (fun r hr => (hK r hr).trans (hF r hr).symm) hd

end

end JelliumEnergyFromCompressibility
```

```lean
#print axioms JelliumEnergyFromCompressibility.bulkModulus_eq
-- 'JelliumEnergyFromCompressibility.bulkModulus_eq' depends on axioms: [propext, Classical.choice, Quot.sound]
#print axioms JelliumEnergyFromCompressibility.kineticExchange_reconstruction
-- 'JelliumEnergyFromCompressibility.kineticExchange_reconstruction' depends on axioms: [propext, Classical.choice, Quot.sound]
```

## From volume to radius

Since dV/dr = 4πr², the chain rule gives

P = −e′/(4πr²)

K = −(r/3) dP/dr.

These radial forms are the definitions `pressure` and `bulkModulus`. The hypothesis `TwiceDiff e` says that e and e′ are differentiable at every positive radius; e″ need not be continuous. Lean's e is a function on all of ℝ, but its values at r ≤ 0 play no role.

The quotient rule gives

dP/dr = −(r²e″ − 2re′)/(4πr⁴)

K = (r²e″ − 2re′)/(12πr³).

This is `bulkModulus_eq`. Its proof applies the same rule through `fun_div`, then clears denominators with `field_simp` and `ring`.

## The energies with zero bulk modulus

By `radial_equation_iff`, r²e″ − 2re′ = 0 for all r > 0 exactly when constants A and B exist with e(r) = A + Br³ for all r > 0. In the forward direction,

(e′/r²)′ = (r²e″ − 2re′)/r⁴ = 0.

The lemma `eq_at_one` says that a function with zero derivative on the positive half-line equals its value at 1. Hence e′(r) = e′(1)r², and

(e − e′(1)r³/3)′ = e′ − e′(1)r² = 0.

A second use of the lemma gives B = e′(1)/3 and A = e(1) − e′(1)/3. Conversely, e = A + Br³ has e′ = 3Br² and e″ = 6Br, so r²e″ − 2re′ = 6Br³ − 6Br³ = 0. Lean differentiates this formula by way of equality near each positive r, because the formula is assumed only there.

Physically, A shifts the zero of energy. The term Br³ is proportional to V and adds the constant pressure −3B/(4π), which K cannot detect.

## Two curves and the dilute limit

The numerator of K is linear in e. Applying the previous result to e₁ − e₂ therefore shows that two energies have equal bulk moduli at all r > 0 exactly when they differ by A + Br³, which is `bulkModulus_eq_iff`.

Suppose also that f(r) = e₁(r) − e₂(r) tends to 0 as r → ∞. Then

8f(r) − f(2r) = 8A + 8Br³ − A − 8Br³ = 7A.

The left side tends to 0, so A = 0. Now f(r)/r³ = B also tends to 0, so B = 0. Thus `energy_unique_of_dilute_limit` concludes that the curves agree at every positive radius.

## Kinetic energy plus exchange

For e = a/r² − b/r, the first term has the density scaling of the uniform gas's noninteracting, non-relativistic kinetic energy and the second that of its exchange energy. The coefficients a and b are arbitrary real numbers here, not derived from a Fermi sea, and correlation is absent. Differentiation gives

e′ = −2a/r³ + b/r²

e″ = 6a/r⁴ − 2b/r³

K = (10a/r² − 4b/r)/(12πr³).

This is `kineticExchange_bulkModulus`. Conversely, `kineticExchange_reconstruction` starts from a twice differentiable e with this K at all r > 0 and e → 0 as r → ∞. Since a/r² − b/r also tends to 0, so does the difference, and uniqueness returns e = a/r² − b/r.

Take a = b = 1 and r = 2 in consistent units. Then e = −1/4, e′ = 0 and e″ = 1/8, so

K = (4 · 1/8 − 0)/(12π · 8) = 1/(192π) ≈ 0.00166.

Adding r³ to the energy raises both e′ and e″ by 12 at this radius. The numerator changes by 4 · 12 − 4 · 12 = 0, while the pressure moves from 0 to −3/(4π).

For electronic structure, this means that compressibility data for a uniform electron gas determine its energy per electron, provided that K is known exactly at every density, the dilute limit of the energy is known, and the energy is twice differentiable at every density. A first-order phase transition at which e′ jumps falls outside this hypothesis.

The same argument works by hand for a two-dimensional gas with area πr² per electron. There P = −e′/(2πr) and K = −(r/2) dP/dr, so K vanishes everywhere exactly when e′/r is constant, that is, when e = A + Br².
